# The bonding decay constant of two equal delta wells is unique and decreases with separation

In one dimension, put one electron in a single attractive well $-a\,\delta(x)$, with $a>0$ and atomic units throughout. The orbital $e^{-k|x|}$ has slope $k$ just left of the well and $-k$ just right of it. The delta function demands a slope jump of $-2a$ times the orbital's value, which is 1 here, so $k=a$. A second equal well at distance $R>0$ adds the tail $e^{-kR}$ to that value and leaves the jump at $-2k$. The condition becomes

$$k=a\left(1+e^{-kR}\right).$$

## One root, with explicit bounds

For each $R>0$ this equation has exactly one real solution $k(R)$, and

$$a\left(1+e^{-2aR}\right)<k(R)<a\left(1+e^{-aR}\right)<2a.$$

The solution strictly decreases with $R$, tends to the isolated-atom value $a$ as $R\to\infty$, and tends to the united-atom value $2a$ as $R\to0^+$.

## Bracketing the root in a reference solver

A code that computes the bonding energy $E=-k^2/2$ can bisect on $[a,2a]$ at any separation, without a tuned starting guess and without a risk of finding a second root. For this one-electron, one-dimensional model, the resulting curve can serve as a reference for self-interaction error in a stretched bond.

## From the slope jump to the limits

Take the unnormalised orbital $\psi(x)=e^{-k|x-R/2|}+e^{-k|x+R/2|}$. Away from the wells each term is locally a multiple of $e^{sx}$ with $s=\pm k$, so $\psi''=k^2\psi=-2E\psi$. At either well the centred term has slopes $k$ and $-k$, while the other term is smooth with some slope $d$. The jump is $(-k+d)-(k+d)=-2k$, and $\psi=1+e^{-kR}$ there. Setting $-2k=-2a(1+e^{-kR})$ gives the condition. Normalising $\psi$ would scale both sides equally.

**Existence.** Let $f(k)=k-a(1+e^{-kR})$. Then $f(a)=-ae^{-aR}<0$ and $f(2a)=a(1-e^{-2aR})>0$, so the continuous function $f$ has a zero between them.

**Uniqueness.** If $p<q$ were both solutions, then $e^{-qR}<e^{-pR}$, and the condition would give $q<p$.

**Bounds.** Any solution satisfies $k=a+ae^{-kR}>a>0$. Hence $e^{-kR}<1$ and $k<2a$. Inserting $a<k<2a$ in the exponent gives the sharper bounds.

**Monotonicity.** Let $k$ and $q$ solve the condition at $R<S$. If $k\le q$, then $kR<kS\le qS$, so $e^{-qS}<e^{-kR}$ and $q<k$, a contradiction. Thus $q<k$, and the energies obey

$$-2a^2<-k^2/2<-q^2/2<-a^2/2.$$

**Limits.** As $R\to\infty$, $k$ is squeezed between $a$ and $a(1+e^{-aR})$. As $R\to0^+$, it is squeezed between $a(1+e^{-2aR})$ and $2a$.

## The Lean file

```lean
import Mathlib

open Set Filter Topology

namespace DoubleDeltaBonding

noncomputable section

/-- The exponential orbital with decay constant `k` centred on a well at `c`. -/
def atomic (k c x : ℝ) : ℝ := Real.exp (-(k * |x - c|))

/-- The symmetric sum of two atomic orbitals centred at `R/2` and `-R/2`. -/
def bonding (k R x : ℝ) : ℝ := atomic k (R / 2) x + atomic k (-(R / 2)) x

/-- `ψ` solves the Schrödinger equation at energy `E` for two attractive delta wells of
strength `a` at `±R/2` (atomic units): the free equation holds off the wells, and the slope
jumps by `-2 a ψ` at each well. -/
def IsStationary (a R E : ℝ) (ψ : ℝ → ℝ) : Prop :=
  (∀ x, x ≠ R / 2 → x ≠ -(R / 2) →
    DifferentiableAt ℝ ψ x ∧ HasDerivAt (deriv ψ) (-2 * E * ψ x) x) ∧
  ∀ c, (c = R / 2 ∨ c = -(R / 2)) → ∃ l r, HasDerivWithinAt ψ l (Iic c) c ∧
    HasDerivWithinAt ψ r (Ici c) c ∧ r - l = -2 * a * ψ c

/-- The slope of an exponential branch `exp (s (x - c))`. -/
lemma hasDerivAt_branch (s c x : ℝ) :
    HasDerivAt (fun y => Real.exp (s * (y - c))) (s * Real.exp (s * (x - c))) x := by
  have h := (((hasDerivAt_id x).sub_const c).const_mul s).exp
  exact h.congr_deriv (by change Real.exp (s * (x - c)) * (s * 1) = _; ring)

/-- Away from its centre an atomic orbital is locally a single exponential with rate `±k`. -/
lemma atomic_branch (k : ℝ) {c x : ℝ} (h : x ≠ c) :
    ∃ s, s ^ 2 = k ^ 2 ∧ ∀ᶠ y in 𝓝 x, atomic k c y = Real.exp (s * (y - c)) := by
  rcases lt_or_gt_of_ne h with h | h
  · refine ⟨k, rfl, ?_⟩
    filter_upwards [Iio_mem_nhds h] with y hy
    rw [atomic, abs_of_neg (sub_neg.2 (mem_Iio.1 hy))]
    congr 1; ring
  · refine ⟨-k, by ring, ?_⟩
    filter_upwards [Ioi_mem_nhds h] with y hy
    rw [atomic, abs_of_pos (sub_pos.2 (mem_Ioi.1 hy))]
    congr 1; ring

/-- Off the wells the bonding orbital is differentiable and satisfies `ψ'' = k² ψ`. -/
theorem bonding_free (k R : ℝ) {x : ℝ} (h1 : x ≠ R / 2) (h2 : x ≠ -(R / 2)) :
    DifferentiableAt ℝ (bonding k R) x ∧
      HasDerivAt (deriv (bonding k R)) (k ^ 2 * bonding k R x) x := by
  obtain ⟨s, hs, es⟩ := atomic_branch k h1
  obtain ⟨t, ht, et⟩ := atomic_branch k h2
  have e : bonding k R =ᶠ[𝓝 x]
      fun y => Real.exp (s * (y - R / 2)) + Real.exp (t * (y - -(R / 2))) := by
    filter_upwards [es, et] with y a1 a2
    rw [bonding, a1, a2]
  have d := fun y => (hasDerivAt_branch s (R / 2) y).fun_add (hasDerivAt_branch t (-(R / 2)) y)
  have e' : deriv (bonding k R) =ᶠ[𝓝 x] fun y =>
      s * Real.exp (s * (y - R / 2)) + t * Real.exp (t * (y - -(R / 2))) :=
    e.deriv.trans (Eventually.of_forall fun y => (d y).deriv)
  refine ⟨((d x).congr_of_eventuallyEq e).differentiableAt, ?_⟩
  have d2 := ((hasDerivAt_branch s (R / 2) x).const_mul s).fun_add
    ((hasDerivAt_branch t (-(R / 2)) x).const_mul t)
  refine (d2.congr_of_eventuallyEq e').congr_deriv ?_
  have ex : bonding k R x =
      Real.exp (s * (x - R / 2)) + Real.exp (t * (x - -(R / 2))) := e.eq_of_nhds
  rw [ex]
  linear_combination Real.exp (s * (x - R / 2)) * hs + Real.exp (t * (x - -(R / 2))) * ht

/-- At the centre of one of two atomic orbitals, the left and right slopes of their sum are
`k + d` and `-k + d` for a common `d`. -/
lemma cusp (k : ℝ) {c c' : ℝ} (h : c ≠ c') :
    ∃ d, HasDerivWithinAt (fun x => atomic k c x + atomic k c' x) (k + d) (Iic c) c ∧
      HasDerivWithinAt (fun x => atomic k c x + atomic k c' x) (-k + d) (Ici c) c := by
  obtain ⟨s, -, es⟩ := atomic_branch k h
  have o : HasDerivAt (atomic k c') (s * Real.exp (s * (c - c'))) c :=
    (hasDerivAt_branch s c' c).congr_of_eventuallyEq es
  have hl : ∀ y ∈ Iic c, atomic k c y = Real.exp (k * (y - c)) := by
    intro y hy
    rw [atomic, abs_of_nonpos (sub_nonpos.2 (mem_Iic.1 hy))]
    congr 1; ring
  have hr : ∀ y ∈ Ici c, atomic k c y = Real.exp (-k * (y - c)) := by
    intro y hy
    rw [atomic, abs_of_nonneg (sub_nonneg.2 (mem_Ici.1 hy))]
    congr 1; ring
  have l := ((hasDerivAt_branch k c c).hasDerivWithinAt.congr hl
    (hl c (mem_Iic.2 le_rfl))).congr_deriv (by simp : k * Real.exp (k * (c - c)) = k)
  have r := ((hasDerivAt_branch (-k) c c).hasDerivWithinAt.congr hr
    (hr c (mem_Ici.2 le_rfl))).congr_deriv (by simp : -k * Real.exp (-k * (c - c)) = -k)
  exact ⟨_, l.fun_add o.hasDerivWithinAt, r.fun_add o.hasDerivWithinAt⟩

/-- At either well the bonding orbital equals `1 + exp (-k R)`, and its left and right slopes
are `k + d` and `-k + d` for a common `d`. -/
theorem bonding_at_well (k : ℝ) {R c : ℝ} (hR : 0 < R) (hc : c = R / 2 ∨ c = -(R / 2)) :
    bonding k R c = 1 + Real.exp (-(k * R)) ∧
      ∃ d, HasDerivWithinAt (bonding k R) (k + d) (Iic c) c ∧
        HasDerivWithinAt (bonding k R) (-k + d) (Ici c) c := by
  rcases hc with rfl | rfl
  · have h1 : R / 2 - -(R / 2) = R := by ring
    refine ⟨?_, cusp k (by intro h; linarith)⟩
    simp only [bonding, atomic, h1, sub_self, abs_zero, mul_zero, neg_zero, Real.exp_zero,
      abs_of_pos hR]
  · have h1 : -(R / 2) - R / 2 = -R := by ring
    have e : bonding k R = fun x => atomic k (-(R / 2)) x + atomic k (R / 2) x := by
      funext x
      simp only [bonding]
      ring
    constructor
    · simp only [bonding, atomic, h1, sub_self, abs_zero, mul_zero, neg_zero, Real.exp_zero,
        abs_neg, abs_of_pos hR]
      ring
    · rw [e]
      exact cusp k (by intro h; linarith)

/-- The bonding orbital is stationary with energy `-k²/2` exactly when
`k = a (1 + exp (-k R))`. -/
theorem stationary_iff (a k : ℝ) {R : ℝ} (hR : 0 < R) :
    IsStationary a R (-k ^ 2 / 2) (bonding k R) ↔ k = a * (1 + Real.exp (-(k * R))) := by
  constructor
  · rintro ⟨-, h⟩
    obtain ⟨l, r, hl, hr, hj⟩ := h (R / 2) (Or.inl rfl)
    obtain ⟨hv, d, dl, dr⟩ := bonding_at_well k hR (Or.inl rfl)
    -- one-sided slopes are unique, so the jump is `-2k`
    have ul := uniqueDiffOn_Iic (R / 2) (R / 2) (mem_Iic.2 le_rfl)
    have ur := uniqueDiffOn_Ici (R / 2) (R / 2) (mem_Ici.2 le_rfl)
    have el : l = k + d := (hl.derivWithin ul).symm.trans (dl.derivWithin ul)
    have er : r = -k + d := (hr.derivWithin ur).symm.trans (dr.derivWithin ur)
    rw [hv, el, er] at hj
    linear_combination (-1 / 2) * hj
  · intro h
    refine ⟨fun x h1 h2 => ?_, fun c hc => ?_⟩
    · obtain ⟨d1, d2⟩ := bonding_free k R h1 h2
      exact ⟨d1, d2.congr_deriv (by ring)⟩
    · obtain ⟨hv, d, dl, dr⟩ := bonding_at_well k hR hc
      refine ⟨_, _, dl, dr, ?_⟩
      rw [hv]
      linear_combination (-2) * h

/-- Every solution of the bonding condition lies strictly between `a` and `2a`. -/
theorem decay_window {a R k : ℝ} (ha : 0 < a) (hR : 0 < R)
    (hk : k = a * (1 + Real.exp (-(k * R)))) : a < k ∧ k < 2 * a := by
  have h1 : a < k := by nlinarith [mul_pos ha (Real.exp_pos (-(k * R)))]
  have h2 : Real.exp (-(k * R)) < 1 :=
    Real.exp_lt_one_iff.2 (by have := mul_pos (ha.trans h1) hR; linarith)
  exact ⟨h1, by nlinarith [mul_lt_mul_of_pos_left h2 ha]⟩

/-- The excess of the decay constant over `a` lies between `a exp (-2aR)` and `a exp (-aR)`. -/
theorem decay_bounds {a R k : ℝ} (ha : 0 < a) (hR : 0 < R)
    (hk : k = a * (1 + Real.exp (-(k * R)))) :
    a * (1 + Real.exp (-(2 * a * R))) < k ∧ k < a * (1 + Real.exp (-(a * R))) := by
  obtain ⟨h1, h2⟩ := decay_window ha hR hk
  have e1 : Real.exp (-(2 * a * R)) < Real.exp (-(k * R)) :=
    Real.exp_lt_exp.2 (by nlinarith [mul_lt_mul_of_pos_right h2 hR])
  have e2 : Real.exp (-(k * R)) < Real.exp (-(a * R)) :=
    Real.exp_lt_exp.2 (by nlinarith [mul_lt_mul_of_pos_right h1 hR])
  constructor
  · nlinarith [mul_lt_mul_of_pos_left e1 ha]
  · nlinarith [mul_lt_mul_of_pos_left e2 ha]

/-- For every separation `R > 0` the bonding condition has exactly one real solution. -/
theorem existsUnique_decay {a R : ℝ} (ha : 0 < a) (hR : 0 < R) :
    ∃! k : ℝ, k = a * (1 + Real.exp (-(k * R))) := by
  have key : ∀ p q : ℝ, p = a * (1 + Real.exp (-(p * R))) →
      q = a * (1 + Real.exp (-(q * R))) → ¬ p < q := by
    intro p q hp hq h
    have e : Real.exp (-(q * R)) < Real.exp (-(p * R)) :=
      Real.exp_lt_exp.2 (by nlinarith [mul_lt_mul_of_pos_right h hR])
    nlinarith [mul_lt_mul_of_pos_left e ha]
  have hc : Continuous fun k : ℝ => k - a * (1 + Real.exp (-(k * R))) := by fun_prop
  have e1 := mul_pos ha (Real.exp_pos (-(a * R)))
  have e2 : Real.exp (-(2 * a * R)) < 1 :=
    Real.exp_lt_one_iff.2 (by have := mul_pos ha hR; linarith)
  -- the defect changes sign between `a` and `2a`
  obtain ⟨k, -, hk⟩ := intermediate_value_Icc (by linarith : a ≤ 2 * a) hc.continuousOn
    (show (0 : ℝ) ∈ Icc (a - a * (1 + Real.exp (-(a * R))))
      (2 * a - a * (1 + Real.exp (-(2 * a * R)))) from
      ⟨by linarith, by nlinarith [mul_lt_mul_of_pos_left e2 ha]⟩)
  have hk' : k = a * (1 + Real.exp (-(k * R))) := sub_eq_zero.1 hk
  exact ⟨k, hk', fun q hq => le_antisymm (not_lt.1 (key k q hk' hq)) (not_lt.1 (key q k hq hk'))⟩

/-- Pulling the wells apart from `R` to `S` strictly lowers the decay constant. -/
theorem decay_lt {a R S k q : ℝ} (ha : 0 < a) (hR : 0 < R) (hRS : R < S)
    (hk : k = a * (1 + Real.exp (-(k * R)))) (hq : q = a * (1 + Real.exp (-(q * S)))) :
    q < k := by
  by_contra h
  have h' := not_lt.1 h
  have hk0 : 0 < k := ha.trans (decay_window ha hR hk).1
  have hm : k * R < q * S :=
    (mul_lt_mul_of_pos_left hRS hk0).trans_le
      (mul_le_mul_of_nonneg_right h' (hR.trans hRS).le)
  have e : Real.exp (-(q * S)) < Real.exp (-(k * R)) := Real.exp_lt_exp.2 (by linarith)
  nlinarith [mul_lt_mul_of_pos_left e ha]

/-- The bonding condition defines a decay constant `κ R` for each separation `R > 0`, the only
one for which the bonding orbital is stationary. It lies in `(a, 2a)`, strictly decreases,
tends to `a` as `R → ∞` and to `2a` as `R → 0⁺`. -/
theorem bonding_decay_constant {a : ℝ} (ha : 0 < a) :
    ∃ κ : ℝ → ℝ,
      (∀ R, 0 < R → ∀ k, k = a * (1 + Real.exp (-(k * R))) ↔ k = κ R) ∧
      (∀ R, 0 < R → ∀ k, IsStationary a R (-k ^ 2 / 2) (bonding k R) ↔ k = κ R) ∧
      (∀ R, 0 < R → κ R ∈ Ioo a (2 * a)) ∧
      StrictAntiOn κ (Ioi 0) ∧
      Tendsto κ atTop (𝓝 a) ∧
      Tendsto κ (𝓝[>] 0) (𝓝 (2 * a)) := by
  have ex : ∀ R : ℝ, ∃ k : ℝ, 0 < R → k = a * (1 + Real.exp (-(k * R))) := by
    intro R
    by_cases hR : 0 < R
    · obtain ⟨k, hk, -⟩ := existsUnique_decay ha hR
      exact ⟨k, fun _ => hk⟩
    · exact ⟨0, fun h => absurd h hR⟩
  choose κ hκ using ex
  have hiff : ∀ R, 0 < R → ∀ k, k = a * (1 + Real.exp (-(k * R))) ↔ k = κ R := by
    intro R hR k
    constructor
    · intro hk
      exact (existsUnique_decay ha hR).unique hk (hκ R hR)
    · intro hk
      rw [hk]
      exact hκ R hR
  refine ⟨κ, hiff, fun R hR k => (stationary_iff a k hR).trans (hiff R hR k),
    fun R hR => decay_window ha hR (hκ R hR), ?_, ?_, ?_⟩
  · intro R hR S hS hRS
    exact decay_lt ha (mem_Ioi.1 hR) hRS (hκ R hR) (hκ S hS)
  · -- isolated atoms: squeeze between `a` and `a (1 + exp (-aR))`
    have h0 : Tendsto (fun R : ℝ => Real.exp (-(a * R))) atTop (𝓝 0) :=
      Real.tendsto_exp_neg_atTop_nhds_zero.comp (tendsto_id.const_mul_atTop ha)
    have h1 := (h0.const_add 1).const_mul a
    rw [add_zero, mul_one] at h1
    refine tendsto_of_tendsto_of_tendsto_of_le_of_le' tendsto_const_nhds h1 ?_ ?_
    · filter_upwards [eventually_gt_atTop 0] with R hR
      exact (decay_window ha hR (hκ R hR)).1.le
    · filter_upwards [eventually_gt_atTop 0] with R hR
      exact (decay_bounds ha hR (hκ R hR)).2.le
  · -- united atom: squeeze between `a (1 + exp (-2aR))` and `2a`
    have hc : Continuous fun R : ℝ => a * (1 + Real.exp (-(2 * a * R))) := by fun_prop
    have v : a * (1 + Real.exp (-(2 * a * 0))) = 2 * a := by
      rw [mul_zero, neg_zero, Real.exp_zero]; ring
    have h1 : Tendsto (fun R : ℝ => a * (1 + Real.exp (-(2 * a * R)))) (𝓝[>] 0)
        (𝓝 (a * (1 + Real.exp (-(2 * a * 0))))) :=
      (hc.tendsto 0).mono_left nhdsWithin_le_nhds
    rw [v] at h1
    refine tendsto_of_tendsto_of_tendsto_of_le_of_le' h1 tendsto_const_nhds ?_ ?_
    · filter_upwards [self_mem_nhdsWithin] with R hR
      exact (decay_bounds ha (mem_Ioi.1 hR) (hκ R hR)).1.le
    · filter_upwards [self_mem_nhdsWithin] with R hR
      exact (decay_window ha (mem_Ioi.1 hR) (hκ R hR)).2.le

/-- The bonding energy `-k²/2` rises strictly when the separation grows from `R` to `S`, and
stays between `-2a²` and `-a²/2`. -/
theorem bonding_energy_order {a R S k q : ℝ} (ha : 0 < a) (hR : 0 < R) (hRS : R < S)
    (hk : k = a * (1 + Real.exp (-(k * R)))) (hq : q = a * (1 + Real.exp (-(q * S)))) :
    -2 * a ^ 2 < -k ^ 2 / 2 ∧ -k ^ 2 / 2 < -q ^ 2 / 2 ∧ -q ^ 2 / 2 < -a ^ 2 / 2 := by
  have h1 := decay_lt ha hR hRS hk hq
  have h2 := (decay_window ha hR hk).2
  have h3 := (decay_window ha (hR.trans hRS) hq).1
  clear hk hq
  exact ⟨by nlinarith, by nlinarith, by nlinarith⟩

end

end DoubleDeltaBonding
```

```lean
#print axioms DoubleDeltaBonding.bonding_decay_constant
#print axioms DoubleDeltaBonding.bonding_energy_order
```

```
'DoubleDeltaBonding.bonding_decay_constant' depends on axioms: [propext, Classical.choice, Quot.sound]
'DoubleDeltaBonding.bonding_energy_order' depends on axioms: [propext, Classical.choice, Quot.sound]
```

## How the Lean statements map to the molecule

`IsStationary a R E ψ` encodes the Schrödinger equation: the free equation off the wells, and one-sided slopes `l` and `r` at each well with `r - l = -2 * a * ψ c`. The delta potential enters only through this jump condition; no Hamiltonian operator is constructed.

`bonding_decay_constant` takes `0 < a` and provides a function `κ`. For every `R > 0`, a real `k` solves the condition exactly when `k = κ R`, and the bonding orbital is stationary at energy `-k ^ 2 / 2` for exactly that `k`. The remaining clauses state the window `Ioo a (2 * a)`, strict decrease on `Ioi 0`, and the two limits. Values of `κ` at `R ≤ 0` carry no physical meaning.

The proof follows the derivation:

- `bonding_free` differentiates the local exponentials, and `cusp` and `bonding_at_well` supply the slopes and the value at a well. `stationary_iff` combines them, using uniqueness of one-sided derivatives to recover the condition from stationarity.
- `existsUnique_decay` applies the intermediate value theorem and the comparison of two roots.
- `decay_window` and `decay_bounds` give the inequalities behind both squeezes, `decay_lt` gives the decrease, and `bonding_energy_order` converts it to energies.

Uniqueness concerns this symmetric two-exponential form. The theorems do not treat the antibonding state, unequal wells or a second electron, nor do they identify the orbital as the ground state. The energy is electronic only, with no repulsion between the wells. Rounding error and the convergence of a particular root-finder are separate questions for the code.
